# Non-interacting fermions at zero temperature: minimal grand-canonical energy means full levels below μ and empty levels above

## Question

Let $H$ be a Hermitian one-particle Hamiltonian on a finite orthonormal basis, with eigenvalues $e_i$ counted with multiplicity, and let $\mu$ be a real chemical potential. A one-particle density matrix $\gamma$ is allowed if $\gamma$ and $1-\gamma$ are both positive semidefinite. I would expect

$$\operatorname{tr}\big((H-\mu)\gamma\big)\ \ge\ -\sum_i \max(\mu-e_i,0),$$

with equality exactly when $\gamma$ fills every level below $\mu$ and empties every level above it. Degenerate levels and a level exactly at $\mu$ make me want a careful argument. Can this be made rigorous and checked by machine, with the equality condition stated for all eigenvectors and not just one chosen basis?

## Answer

Let $w_i$ be orthonormal eigenvectors of $H$, with $Hw_i=e_iw_i$, and let $W$ be the unitary matrix with columns $w_i$. The occupation of $w_i$ is $f_i=w_i^\dagger\gamma w_i$. Positivity of $\gamma$ and $1-\gamma$ gives $0\le f_i\le 1$.

### Hole costs and particle costs

Evaluating the trace in the eigenbasis gives

$$\operatorname{tr}\big((H-\mu)\gamma\big)=\sum_i(e_i-\mu)f_i .$$

Add $\max(\mu-e_i,0)$ to each term. If $e_i\le\mu$, the result is $(\mu-e_i)(1-f_i)$; if $e_i\ge\mu$, it is $(e_i-\mu)f_i$. The energy above the bound is therefore

$$\sum_i\Big[\max(\mu-e_i,0)(1-f_i)+\max(e_i-\mu,0)f_i\Big].$$

The first term is the cost of a hole below $\mu$, the second that of a particle above it. Both are nonnegative, which proves the bound.

At equality every cost vanishes, so $f_i=1$ when $e_i<\mu$ and $f_i=0$ when $e_i>\mu$. In the first case $w_i^\dagger(1-\gamma)w_i=0$, and positivity of $1-\gamma$ gives $(1-\gamma)w_i=0$. In the second case positivity of $\gamma$ gives $\gamma w_i=0$.

Now let $Hv=ev$ and expand $v=\sum_i c_iw_i$. Then $(e_i-e)c_i=0$, so only orbitals with $e_i=e$ contribute, and $v$ inherits their property: $\gamma v=v$ if $e<\mu$, and $\gamma v=0$ if $e>\mu$. Conversely, applying these conditions to the $w_i$ themselves makes every cost zero. The bound is attained for every $H$: the orthogonal projector onto the span of the $w_i$ with $e_i<\mu$ is admissible and meets the conditions. The minimisers are therefore exactly the allowed $\gamma$ with equality in the bound.

A minimiser also commutes with $H$. In all three cases, $e_i$ below, at or above $\mu$,

$$\gamma(H-\mu)w_i=\min(e_i-\mu,0)\,w_i .$$

Hence $\gamma(H-\mu)$ is diagonal in an orthonormal basis with real entries, so it equals its adjoint $(H-\mu)\gamma$.

For a level at $\mu$, take $H=\operatorname{diag}(\mu-1,\mu)$ and $\gamma=\operatorname{diag}(1,t)$ with $0\le t\le1$. The energy is $-1$ for every $t$, which is the bound.

### The Lean file

```lean
import Mathlib

open Matrix
open scoped ComplexOrder

namespace GrandCanonicalGroundStates

noncomputable section

variable {n : Type*} [Fintype n] [DecidableEq n] {H γ : Matrix n n ℂ}

/-- A one-particle density matrix of fermions: both `γ` and `1 - γ` are positive semidefinite. -/
structure Admissible (γ : Matrix n n ℂ) : Prop where
  particle : γ.PosSemidef
  hole : (1 - γ).PosSemidef

/-- The grand-canonical energy, the real part of `tr ((H - μ) γ)`. -/
def grandEnergy (H γ : Matrix n n ℂ) (μ : ℝ) : ℝ :=
  ((H - (μ : ℂ) • (1 : Matrix n n ℂ)) * γ).trace.re

/-- The unitary matrix whose columns are orthonormal eigenvectors of `H`. -/
def orbitals (hH : H.IsHermitian) : Matrix n n ℂ := (hH.eigenvectorUnitary : Matrix n n ℂ)

/-- The occupation of the `i`-th eigenvector of `H` in the state `γ`. -/
def occupation (hH : H.IsHermitian) (γ : Matrix n n ℂ) (i : n) : ℝ :=
  (((orbitals hH)ᴴ * γ * orbitals hH) i i).re

lemma orbitals_orthonormal (hH : H.IsHermitian) : (orbitals hH)ᴴ * orbitals hH = 1 :=
  mem_unitaryGroup_iff'.mp hH.eigenvectorUnitary.2

lemma orbitals_complete (hH : H.IsHermitian) : orbitals hH * (orbitals hH)ᴴ = 1 :=
  mul_eq_one_comm.mp (orbitals_orthonormal hH)

lemma mul_orbitals (hH : H.IsHermitian) :
    H * orbitals hH = orbitals hH * diagonal (fun i => (hH.eigenvalues i : ℂ)) := by
  ext k i
  have hW : ∀ j, orbitals hH j i = (hH.eigenvectorBasis i).ofLp j :=
    fun j => hH.eigenvectorUnitary_apply j i
  have h := congrFun (hH.mulVec_eigenvectorBasis i) k
  simp only [mulVec, dotProduct, Pi.smul_apply, Complex.real_smul] at h
  rw [mul_diagonal, Matrix.mul_apply]
  simp only [hW]
  exact h.trans (mul_comm _ _)

lemma shifted_mul_orbitals (hH : H.IsHermitian) (μ : ℝ) :
    (H - (μ : ℂ) • (1 : Matrix n n ℂ)) * orbitals hH =
      orbitals hH * diagonal (fun i => ((hH.eigenvalues i - μ : ℝ) : ℂ)) := by
  ext k i
  rw [Matrix.sub_mul, Matrix.smul_mul, Matrix.one_mul, mul_orbitals, Matrix.sub_apply,
    Matrix.smul_apply, mul_diagonal, mul_diagonal, smul_eq_mul]
  push_cast
  ring

omit [Fintype n] in
lemma shifted_hermitian (hH : H.IsHermitian) (μ : ℝ) :
    (H - (μ : ℂ) • (1 : Matrix n n ℂ))ᴴ = H - (μ : ℂ) • (1 : Matrix n n ℂ) := by
  simp [conjTranspose_sub, conjTranspose_smul, hH.eq]

omit [DecidableEq n] in
lemma diag_eq_expectation (A W : Matrix n n ℂ) (i : n) :
    (Wᴴ * A * W) i i = star (fun k => W k i) ⬝ᵥ (A *ᵥ (fun k => W k i)) := by
  rw [Matrix.mul_assoc]
  simp only [Matrix.mul_apply, mulVec, dotProduct, conjTranspose_apply, Pi.star_apply]

omit [DecidableEq n] in
lemma expectation_facts {A : Matrix n n ℂ} (hA : A.PosSemidef) (W : Matrix n n ℂ) (i : n) :
    0 ≤ ((Wᴴ * A * W) i i).re ∧
      (((Wᴴ * A * W) i i).re = 0 → ∀ k, (A * W) k i = 0) := by
  have h := Complex.le_def.mp (hA.dotProduct_mulVec_nonneg (fun k => W k i))
  rw [diag_eq_expectation]
  refine ⟨h.1, fun h0 k => ?_⟩
  exact congrFun ((hA.dotProduct_mulVec_zero_iff _).mp (Complex.ext h0 h.2.symm)) k

lemma one_sub_occupation (hH : H.IsHermitian) (γ : Matrix n n ℂ) (i : n) :
    1 - occupation hH γ i = (((orbitals hH)ᴴ * (1 - γ) * orbitals hH) i i).re := by
  rw [Matrix.mul_sub, Matrix.sub_mul, Matrix.mul_one, orbitals_orthonormal, Matrix.sub_apply,
    one_apply_eq, Complex.sub_re, Complex.one_re]
  rfl

lemma amplitude_zero {a e : ℝ} {z : ℂ} (h : (a : ℂ) * z = (e : ℂ) * z) (hne : a ≠ e) :
    z = 0 := by
  by_contra hz
  exact hne (Complex.ofReal_injective (mul_right_cancel₀ hz h))

/-- If a matrix annihilates the chosen orbitals of energy `e`, it annihilates every
vector `v` with `H v = e v`. -/
theorem annihilates_level (hH : H.IsHermitian) {A : Matrix n n ℂ} {e : ℝ} {v : n → ℂ}
    (hA : ∀ i, hH.eigenvalues i = e → ∀ k, (A * orbitals hH) k i = 0)
    (hv : H *ᵥ v = (e : ℂ) • v) : A *ᵥ v = 0 := by
  obtain ⟨c, hc⟩ : ∃ c, c = (orbitals hH)ᴴ *ᵥ v := ⟨_, rfl⟩
  have hWc : orbitals hH *ᵥ c = v := by
    rw [hc, mulVec_mulVec, orbitals_complete, one_mulVec]
  -- the amplitudes of `v` obey the eigenvalue equation in the diagonal representation
  have hD : diagonal (fun i => (hH.eigenvalues i : ℂ)) *ᵥ c = (e : ℂ) • c := by
    calc _ = (orbitals hH)ᴴ *ᵥ
          ((orbitals hH * diagonal (fun i => (hH.eigenvalues i : ℂ))) *ᵥ c) := by
            rw [mulVec_mulVec, ← Matrix.mul_assoc, orbitals_orthonormal, Matrix.one_mul]
      _ = (orbitals hH)ᴴ *ᵥ (H *ᵥ (orbitals hH *ᵥ c)) := by
            rw [← mul_orbitals, ← mulVec_mulVec]
      _ = (e : ℂ) • c := by rw [hWc, hv, mulVec_smul, ← hc]
  rw [← hWc, mulVec_mulVec]
  ext k
  change ∑ i, (A * orbitals hH) k i * c i = 0
  refine Finset.sum_eq_zero fun i _ => ?_
  by_cases h : hH.eigenvalues i = e
  · rw [hA i h k, zero_mul]
  · rw [amplitude_zero ((mulVec_diagonal _ _ i).symm.trans (congrFun hD i)) h, mul_zero]

/-- For Hermitian `H` and `γ` the trace of `(H - μ) γ` has no imaginary part. -/
theorem trace_im_zero (hH : H.IsHermitian) (hγ : γ.IsHermitian) (μ : ℝ) :
    ((H - (μ : ℂ) • (1 : Matrix n n ℂ)) * γ).trace.im = 0 := by
  apply Complex.conj_eq_iff_im.mp
  change star _ = _
  rw [← trace_conjTranspose, conjTranspose_mul, shifted_hermitian hH, hγ.eq]
  exact trace_mul_comm _ _

/-- The grand-canonical energy is the sum of level energies relative to `μ`, weighted by
the occupations. -/
theorem grandEnergy_eq_sum (hH : H.IsHermitian) (γ : Matrix n n ℂ) (μ : ℝ) :
    grandEnergy H γ μ = ∑ i, (hH.eigenvalues i - μ) * occupation hH γ i := by
  have h : ((H - (μ : ℂ) • (1 : Matrix n n ℂ)) * γ).trace =
      ((orbitals hH)ᴴ * γ * orbitals hH *
        diagonal (fun i => ((hH.eigenvalues i - μ : ℝ) : ℂ))).trace := by
    calc _ = (γ * (H - (μ : ℂ) • (1 : Matrix n n ℂ))).trace := trace_mul_comm _ _
      _ = (γ * ((H - (μ : ℂ) • (1 : Matrix n n ℂ)) * orbitals hH) * (orbitals hH)ᴴ).trace := by
            rw [Matrix.mul_assoc, Matrix.mul_assoc, orbitals_complete, Matrix.mul_one]
      _ = _ := by
            rw [shifted_mul_orbitals, trace_mul_comm]
            simp only [Matrix.mul_assoc]
  rw [grandEnergy, h]
  simp only [trace, diag_apply, mul_diagonal, Complex.re_sum, Complex.re_mul_ofReal]
  exact Finset.sum_congr rfl fun i _ => mul_comm _ _

/-- The energy above `-∑ max (μ - e_i) 0` is the cost of holes below `μ` plus the cost of
particles above `μ`. -/
theorem excess_energy (hH : H.IsHermitian) (γ : Matrix n n ℂ) (μ : ℝ) :
    grandEnergy H γ μ + ∑ i, max (μ - hH.eigenvalues i) 0 =
      ∑ i, (max (μ - hH.eigenvalues i) 0 * (1 - occupation hH γ i) +
        max (hH.eigenvalues i - μ) 0 * occupation hH γ i) := by
  rw [grandEnergy_eq_sum hH, ← Finset.sum_add_distrib]
  refine Finset.sum_congr rfl fun i _ => ?_
  rcases le_total (hH.eigenvalues i) μ with h | h
  · rw [max_eq_left (sub_nonneg.mpr h), max_eq_right (sub_nonpos.mpr h)]
    ring
  · rw [max_eq_right (sub_nonpos.mpr h), max_eq_left (sub_nonneg.mpr h)]
    ring

/-- For Hermitian `H` and admissible `γ`, the grand-canonical energy is at least `-∑ max (μ - e_i)
0`, with equality exactly when `γ` fixes every eigenvector of `H` below `μ` and annihilates every
one above. -/
theorem grand_canonical_ground_states (hH : H.IsHermitian) (hγ : Admissible γ) (μ : ℝ) :
    -∑ i, max (μ - hH.eigenvalues i) 0 ≤ grandEnergy H γ μ ∧
    (grandEnergy H γ μ = -∑ i, max (μ - hH.eigenvalues i) 0 ↔
      ∀ (e : ℝ) (v : n → ℂ), H *ᵥ v = (e : ℂ) • v →
        (e < μ → γ *ᵥ v = v) ∧ (μ < e → γ *ᵥ v = 0)) := by
  have hex := excess_energy hH γ μ
  have hf : ∀ i, 0 ≤ occupation hH γ i := fun i => (expectation_facts hγ.particle _ i).1
  have hg : ∀ i, 0 ≤ 1 - occupation hH γ i := fun i => by
    rw [one_sub_occupation]
    exact (expectation_facts hγ.hole _ i).1
  have hT : ∀ i ∈ Finset.univ, 0 ≤ max (μ - hH.eigenvalues i) 0 * (1 - occupation hH γ i) +
      max (hH.eigenvalues i - μ) 0 * occupation hH γ i := fun i _ =>
    add_nonneg (mul_nonneg (le_max_right _ _) (hg i)) (mul_nonneg (le_max_right _ _) (hf i))
  refine ⟨by linarith [Finset.sum_nonneg hT], fun heq e v hv => ?_, fun h => ?_⟩
  · -- at equality every hole cost and every particle cost vanishes
    have hz := (Finset.sum_eq_zero_iff_of_nonneg hT).mp (by linarith)
    refine ⟨fun he => ?_, fun he => ?_⟩
    · have h1 : (1 - γ) *ᵥ v = 0 := annihilates_level hH (fun i hi => by
        apply (expectation_facts hγ.hole _ i).2
        rw [← one_sub_occupation]
        have := hz i (Finset.mem_univ i)
        rw [hi, max_eq_left (by linarith), max_eq_right (by linarith), zero_mul,
          add_zero] at this
        exact (mul_eq_zero.mp this).resolve_left (by linarith)) hv
      rw [sub_mulVec, one_mulVec] at h1
      exact (sub_eq_zero.mp h1).symm
    · exact annihilates_level hH (fun i hi => by
        apply (expectation_facts hγ.particle _ i).2
        have := hz i (Finset.mem_univ i)
        rw [hi, max_eq_right (by linarith), max_eq_left (by linarith), zero_mul,
          zero_add] at this
        exact (mul_eq_zero.mp this).resolve_left (by linarith)) hv
  · -- conversely, test the condition on the orbitals themselves
    have hs := Finset.sum_eq_zero (s := Finset.univ) (f := fun i =>
      max (μ - hH.eigenvalues i) 0 * (1 - occupation hH γ i) +
        max (hH.eigenvalues i - μ) 0 * occupation hH γ i) (fun i _ => by
      have hi := h (hH.eigenvalues i) (fun k => orbitals hH k i) (by
        ext k
        have := congrFun (congrFun (mul_orbitals hH) k) i
        rw [mul_diagonal] at this
        exact this.trans (mul_comm _ _))
      rcases lt_trichotomy (hH.eigenvalues i) μ with he | he | he
      · have h1 : 1 - occupation hH γ i = 0 := by
          rw [one_sub_occupation, diag_eq_expectation, sub_mulVec, one_mulVec, hi.1 he,
            sub_self, dotProduct_zero, Complex.zero_re]
        simp only [h1, max_eq_right (sub_nonpos.mpr he.le), mul_zero, zero_mul, add_zero]
      · simp [he]
      · have h0 : occupation hH γ i = 0 := by
          rw [occupation, diag_eq_expectation, hi.2 he, dotProduct_zero, Complex.zero_re]
        simp only [h0, max_eq_right (sub_nonpos.mpr he.le), mul_zero, zero_mul, add_zero])
    linarith

/-- For Hermitian `H`, every admissible `γ` whose grand-canonical energy equals the lower bound `-∑
max (μ - e_i) 0` commutes with `H`. -/
theorem ground_state_commutes (hH : H.IsHermitian) (hγ : Admissible γ) (μ : ℝ)
    (hmin : grandEnergy H γ μ = -∑ i, max (μ - hH.eigenvalues i) 0) : H * γ = γ * H := by
  have h := (grand_canonical_ground_states hH hγ μ).2.mp hmin
  -- `γ (H - μ)` is diagonal in the orbitals, with real entries
  have hK : γ * (H - (μ : ℂ) • (1 : Matrix n n ℂ)) * orbitals hH =
      orbitals hH * diagonal (fun i => ((min (hH.eigenvalues i - μ) 0 : ℝ) : ℂ)) := by
    rw [Matrix.mul_assoc, shifted_mul_orbitals, ← Matrix.mul_assoc]
    ext k i
    rw [mul_diagonal, mul_diagonal]
    have hi := h (hH.eigenvalues i) (fun k => orbitals hH k i) (by
      ext k
      have := congrFun (congrFun (mul_orbitals hH) k) i
      rw [mul_diagonal] at this
      exact this.trans (mul_comm _ _))
    rcases lt_trichotomy (hH.eigenvalues i) μ with he | he | he
    · have h1 : (γ * orbitals hH) k i = orbitals hH k i := congrFun (hi.1 he) k
      rw [h1, min_eq_left (sub_nonpos.mpr he.le)]
    · simp [he]
    · have h0 : (γ * orbitals hH) k i = 0 := congrFun (hi.2 he) k
      rw [h0, min_eq_right (sub_nonneg.mpr he.le), Complex.ofReal_zero, zero_mul, mul_zero]
  have hK' : γ * (H - (μ : ℂ) • (1 : Matrix n n ℂ)) = orbitals hH *
      diagonal (fun i => ((min (hH.eigenvalues i - μ) 0 : ℝ) : ℂ)) * (orbitals hH)ᴴ := by
    rw [← hK, Matrix.mul_assoc, orbitals_complete, Matrix.mul_one]
  have hd : (diagonal (fun i => ((min (hH.eigenvalues i - μ) 0 : ℝ) : ℂ)))ᴴ =
      diagonal (fun i => ((min (hH.eigenvalues i - μ) 0 : ℝ) : ℂ)) := by
    rw [diagonal_conjTranspose]
    exact congrArg diagonal (funext fun i =>
      Complex.conj_ofReal (min (hH.eigenvalues i - μ) 0))
  -- hence it equals its adjoint `(H - μ) γ`
  have hc : (H - (μ : ℂ) • (1 : Matrix n n ℂ)) * γ =
      γ * (H - (μ : ℂ) • (1 : Matrix n n ℂ)) := by
    have ha := congrArg conjTranspose hK'
    rw [conjTranspose_mul, shifted_hermitian hH, hγ.particle.isHermitian.eq,
      conjTranspose_mul, conjTranspose_mul, conjTranspose_conjTranspose, hd,
      ← Matrix.mul_assoc] at ha
    exact ha.trans hK'.symm
  rw [Matrix.sub_mul, Matrix.mul_sub, Matrix.smul_mul, Matrix.mul_smul, Matrix.one_mul,
    Matrix.mul_one] at hc
  exact sub_left_inj.mp hc

/-- The two-level diagonal matrix with real entries `a` and `b`. -/
def diagTwo (a b : ℝ) : Matrix (Fin 2) (Fin 2) ℂ := diagonal ![(a : ℂ), (b : ℂ)]

lemma diagTwo_posSemidef {a b : ℝ} (ha : 0 ≤ a) (hb : 0 ≤ b) : (diagTwo a b).PosSemidef :=
  PosSemidef.diagonal (Fin.forall_fin_two.mpr
    ⟨Complex.zero_le_real.mpr ha, Complex.zero_le_real.mpr hb⟩)

lemma diagTwo_isHermitian (a b : ℝ) : (diagTwo a b).IsHermitian := by
  unfold Matrix.IsHermitian
  ext i j
  fin_cases i <;> fin_cases j <;> simp [diagTwo, conjTranspose_apply]

/-- With levels at `μ - 1` and `μ`, filling the lower one and placing any occupation `t` between 0
and 1 in the upper one gives an admissible density matrix whose grand-canonical energy equals the
lower bound `-∑ max (μ - e_i) 0`. -/
theorem fractional_ground_state (μ t : ℝ) (h0 : 0 ≤ t) (h1 : t ≤ 1) :
    Admissible (diagTwo 1 t) ∧ grandEnergy (diagTwo (μ - 1) μ) (diagTwo 1 t) μ =
      -∑ i, max (μ - (diagTwo_isHermitian (μ - 1) μ).eigenvalues i) 0 := by
  have hsub : 1 - diagTwo 1 t = diagTwo 0 (1 - t) := by
    ext i j
    fin_cases i <;> fin_cases j <;> simp [diagTwo]
  have hγ : Admissible (diagTwo 1 t) := ⟨diagTwo_posSemidef zero_le_one h0, by
    rw [hsub]
    exact diagTwo_posSemidef le_rfl (sub_nonneg.mpr h1)⟩
  refine ⟨hγ, (grand_canonical_ground_states _ hγ μ).2.mpr fun e v hv => ?_⟩
  have e0 : ((μ - 1 : ℝ) : ℂ) * v 0 = (e : ℂ) * v 0 :=
    (mulVec_diagonal _ _ 0).symm.trans (congrFun hv 0)
  have e1 : (μ : ℂ) * v 1 = (e : ℂ) * v 1 :=
    (mulVec_diagonal _ _ 1).symm.trans (congrFun hv 1)
  refine ⟨fun he => ?_, fun he => ?_⟩
  · have z1 := amplitude_zero e1 he.ne'
    ext i
    fin_cases i <;> simp [diagTwo, mulVec_diagonal, z1]
  · have z0 := amplitude_zero e0 (by linarith : μ - 1 < e).ne
    have z1 := amplitude_zero e1 he.ne
    ext i
    fin_cases i <;> simp [diagTwo, mulVec_diagonal, z0, z1]

end

end GrandCanonicalGroundStates
```

```lean
#print axioms GrandCanonicalGroundStates.trace_im_zero
-- 'GrandCanonicalGroundStates.trace_im_zero' depends on axioms: [propext, Classical.choice, Quot.sound]
#print axioms GrandCanonicalGroundStates.grand_canonical_ground_states
-- 'GrandCanonicalGroundStates.grand_canonical_ground_states' depends on axioms: [propext, Classical.choice, Quot.sound]
#print axioms GrandCanonicalGroundStates.ground_state_commutes
-- 'GrandCanonicalGroundStates.ground_state_commutes' depends on axioms: [propext, Classical.choice, Quot.sound]
#print axioms GrandCanonicalGroundStates.fractional_ground_state
-- 'GrandCanonicalGroundStates.fractional_ground_state' depends on axioms: [propext, Classical.choice, Quot.sound]
```

### What the theorems say

`Admissible γ` contains the two positivity conditions: the mean occupation of every normalised orbital is at least zero and at most one. The upper limit expresses the Pauli principle. Both conditions are taken as the definition of an allowed state, not derived from many-particle states. `grandEnergy` is the real part of the trace, and `trace_im_zero` shows that nothing is lost for Hermitian `γ`. The index type `n` labels spin orbitals if spin is present.

`grand_canonical_ground_states` states the bound and the equivalence. Its condition ranges over every real `e` and vector `v` with `H *ᵥ v = (e : ℂ) • v`; the zero vector is included and satisfies it trivially. At `e = μ` it demands nothing, so fractional occupations and coherences among degenerate orbitals there are allowed as long as `γ` stays admissible.

`ground_state_commutes` assumes equality in the bound. This covers all minimisers, because the projector in the derivation attains the bound; that step is argued above for general $H$ and is not a theorem in the file. `fractional_ground_state` is the two-level example. For finite, non-interacting models at zero temperature, `grand_canonical_ground_states` is the filling rule for orbitals at given $\mu$; with a level at $\mu$, minimal energy alone does not force an idempotent density matrix. Interactions, entropy, a fixed particle number and non-orthogonal basis sets are not treated.

### How the proof follows the derivation

`orbitals` is $W$, and `mul_orbitals` is the eigenvalue equation for all columns at once. `grandEnergy_eq_sum` inserts $WW^\dagger=1$ and uses cyclicity of the trace. `excess_energy` splits on `le_total`, the two cases above, and `ring` closes each.

In the main theorem, `expectation_facts` makes the costs nonnegative, and `Finset.sum_eq_zero_iff_of_nonneg` turns a zero total into zero terms. `one_sub_occupation` identifies $1-f_i$ as an expectation value of $1-\gamma$. `annihilates_level` performs the expansion of $v$, with `amplitude_zero` removing amplitudes at other energies. The converse uses `lt_trichotomy` on each eigenvalue, as does the commutation proof, which then takes the adjoint of the diagonal form.

### From a zero expectation value to a zero vector

The equality condition turns on Mathlib's `dotProduct_mulVec_zero_iff`: for positive semidefinite $A$, $x^\dagger Ax=0$ if and only if $Ax=0$. By hand, write $A=B^\dagger B$; then $x^\dagger Ax=\lVert Bx\rVert^2$, so a zero value forces $Bx=0$ and hence $Ax=0$. Without positivity this fails: $\operatorname{diag}(1,-1)$ has zero expectation value in $(1,1)/\sqrt2$ but does not annihilate it.

The lemma needs a complex number to vanish, while the occupations are real parts. `expectation_facts` bridges the gap with `Complex.le_def`: in the order on `ℂ` opened by `ComplexOrder`, $0\le z$ means that $z$ has a nonnegative real part and no imaginary part. A zero real part then gives $z=0$.
